# Nuclear gradients on atom-centred moving grids sum to zero for translation-invariant differentiable fields

Take finitely many nuclei at positions $R=(R_A)$, and attach to nucleus $A$ finitely many grid points $r_{Ag}=R_A+x_{Ag}$, with offsets $x_{Ag}$ and quadrature coefficients $c_{Ag}$ that do not depend on $R$. For real partition weights $w_A(r;R)$ and a real integrand $f(r;R)$, define

$$E(R)=\sum_{A,g} c_{Ag}\,w_A(R_A+x_{Ag};R)\,f(R_A+x_{Ag};R).$$

Suppose that each $w_A$ and $f$ is unchanged when $r$ and all nuclei move by the same vector $t$, which expresses that nothing singles out an origin (no applied potential that varies in space, beyond that of the nuclei themselves), and that they are differentiable jointly in $(r,R)$ at the grid points. Then the gradient $\nabla_A E$ with respect to $R_A$ exists for every $A$, and

$$\sum_A \nabla_A E(R)=0 .$$

The forces $-\nabla_A E$ therefore add up to zero, however coarse the grid.

## Grid-response terms in a force routine

An exchange-correlation energy integrated on atom-centred grids has this form, so for a finite grid with fixed offsets, and weights and energy density that are translation invariant and differentiable at the grid points, the identity says that this discretised energy, differentiated exactly, contributes no net force on the molecule. Write $\partial_B$ for the derivative with respect to $R_B$ at fixed $r$. By the chain and product rules the exact gradient is

$$\nabla_B E=\sum_{A,g}c_{Ag}\,w_A\,\partial_B f+\sum_{A,g}c_{Ag}\,f\,\partial_B w_A+\sum_g c_{Bg}\,\nabla_r(w_Bf),$$

with the fields evaluated at $r_{Ag}$ in the first two sums and at $r_{Bg}$ in the third. The first sum is the response of the integrand, the second that of the weights, and the third arises because the points of $B$ travel with $B$. A routine that keeps only the first sum is in general not differentiating $E$, and the identity then does not apply to its output. Printing the summed gradient is a cheap diagnostic for missing terms, although a zero sum does not show that the individual forces are right. This three-term split and the variant at the end are ordinary calculus given for orientation and are not among the checked theorems.

## From rigid shifts to the sum rule

Write $R+t$ for the configuration $(R_B+t)$, and $DE(R)$ for the total derivative, a linear map from displacements of all nuclei to real numbers.

1. Under $R\to R+t$ the grid point becomes $R_A+t+x_{Ag}=r_{Ag}+t$. Invariance gives $w_A(r_{Ag}+t;R+t)=w_A(r_{Ag};R)$, and likewise for $f$, so $E(R+t)=E(R)$ term by term.
2. The map $R'\mapsto(R'_A+x_{Ag},R')$ is affine. By the chain rule $w_A$ and $f$ composed with it are differentiable at $R$, and so are their product and the finite sum $E$.
3. Let $S_Av$ be the displacement that moves nucleus $A$ by $v$ and no other. Placing $A$ at $y$ gives the configuration $R+S_A(y-R_A)$, so the function of $y$ has derivative $DE(R)\circ S_A$ at $y=R_A$, that is $\langle\nabla_AE,v\rangle=DE(R)(S_Av)$.
4. The map $t\mapsto E(R+t)$ is constant by step 1, and its derivative at $t=0$ sends $v$ to $DE(R)(v,\dots,v)$, which is therefore zero. Since $\sum_A S_Av=(v,\dots,v)$, linearity gives $\langle\sum_A\nabla_AE,v\rangle=DE(R)(v,\dots,v)=0$ for every $v$, and the sum vanishes.

Step 4 adds derivatives along different directions through the linearity of $DE(R)$, which is what joint differentiability supplies.

A small algebraic case, whose integrand is not a physical energy density, shows the role of the grid motion. Put nuclei $0$ and $1$ on a line, each with one point at zero offset and coefficient $1$, and take $w_A=\tfrac12$ and $f=(r-R_0)^2$. The moving grid gives $E=\tfrac12(R_1-R_0)^2$, with gradient $R_1-R_0$ on nucleus $1$, cancelled by nucleus $0$. If the points stay at a reference geometry $\bar R$ while the nuclei move, the energy is $\tfrac12(\bar R_0-R_0)^2+\tfrac12(\bar R_1-R_0)^2$. At $R=\bar R$ its gradient is $R_0-R_1$ on nucleus $0$ and zero on nucleus $1$, which leaves a net gradient $R_0-R_1$.

## The Lean source

```lean
import Mathlib

open Function

namespace MovingGridForces

noncomputable section

variable {V : Type*} [NormedAddCommGroup V] [InnerProductSpace ℝ V] [CompleteSpace V]
variable {ι G : Type*} [Fintype ι] [DecidableEq ι] [Fintype G]

/-- A field `F(r; R)` is unchanged when the point `r` and all nuclei are shifted by the
same vector. -/
def TransInv {V ι : Type*} [Add V] (F : V → (ι → V) → ℝ) : Prop :=
  ∀ r R t, F (r + t) (fun B => R B + t) = F r R

/-- A field `F(r; R)` is differentiable jointly in the point and the nuclear positions
at `(r, R)`. -/
def JointDiffAt {V ι : Type*} [NormedAddCommGroup V] [NormedSpace ℝ V] [Fintype ι]
    (F : V → (ι → V) → ℝ) (r : V) (R : ι → V) : Prop :=
  DifferentiableAt ℝ (fun p : V × (ι → V) => F p.1 p.2) (r, R)

/-- Quadrature energy on atom-centred grids whose points `R A + x A g` move with the nuclei. -/
def gridEnergy {V ι G : Type*} [Add V] [Fintype ι] [Fintype G] (c : ι → G → ℝ)
    (x : ι → G → V) (w : ι → V → (ι → V) → ℝ) (f : V → (ι → V) → ℝ) : (ι → V) → ℝ :=
  fun R => ∑ A, ∑ g, c A g * w A (R A + x A g) R * f (R A + x A g) R

/-- Quadrature energy with the grid points frozen at `R₀ A + x A g` while the nuclei move. -/
def frozenEnergy {V ι G : Type*} [Add V] [Fintype ι] [Fintype G] (c : ι → G → ℝ)
    (x : ι → G → V) (w : ι → V → (ι → V) → ℝ) (f : V → (ι → V) → ℝ) (R₀ : ι → V) :
    (ι → V) → ℝ :=
  fun R => ∑ A, ∑ g, c A g * w A (R₀ A + x A g) R * f (R₀ A + x A g) R

/-- Gradient of an energy with respect to the position of nucleus `A`, the others held fixed. -/
def nucGrad (E : (ι → V) → ℝ) (R : ι → V) (A : ι) : V :=
  gradient (fun y => E (update R A y)) (R A)

/-- With translation-invariant weights and integrand, the moving-grid energy is unchanged
by a common shift of all nuclei. -/
theorem gridEnergy_translate {V ι G : Type*} [AddCommGroup V] [Fintype ι] [Fintype G]
    (c : ι → G → ℝ) (x : ι → G → V) {w : ι → V → (ι → V) → ℝ} {f : V → (ι → V) → ℝ}
    (hw : ∀ A, TransInv (w A)) (hf : TransInv f) (R : ι → V) (t : V) :
    gridEnergy c x w f (fun B => R B + t) = gridEnergy c x w f R := by
  unfold gridEnergy
  refine Finset.sum_congr rfl fun A _ => Finset.sum_congr rfl fun g _ => ?_
  -- the grid point is carried along by the same shift
  have h : R A + t + x A g = R A + x A g + t := add_right_comm _ _ _
  rw [h, hw A, hf]

/-- If weights and integrand are jointly differentiable at the grid points, the moving-grid
energy is differentiable in the nuclear positions. -/
theorem gridEnergy_differentiableAt {V ι G : Type*} [NormedAddCommGroup V] [NormedSpace ℝ V]
    [Fintype ι] [Fintype G] (c : ι → G → ℝ) (x : ι → G → V)
    {w : ι → V → (ι → V) → ℝ} {f : V → (ι → V) → ℝ} {R : ι → V}
    (hw : ∀ A g, JointDiffAt (w A) (R A + x A g) R)
    (hf : ∀ A g, JointDiffAt f (R A + x A g) R) :
    DifferentiableAt ℝ (gridEnergy c x w f) R := by
  unfold gridEnergy
  refine DifferentiableAt.fun_sum fun A _ => DifferentiableAt.fun_sum fun g _ => ?_
  have hp : DifferentiableAt ℝ (fun R' : ι → V => (R' A + x A g, R')) R := by fun_prop
  have hw' := DifferentiableAt.comp (f := fun R' : ι → V => (R' A + x A g, R')) R (hw A g) hp
  have hf' := DifferentiableAt.comp (f := fun R' : ι → V => (R' A + x A g, R')) R (hf A g) hp
  exact ((differentiableAt_const (c A g)).mul hw').mul hf'

/-- For a differentiable energy the gradient on nucleus `A` exists, and its component along
`v` is the total derivative for a displacement of nucleus `A` alone by `v`. -/
theorem nucGrad_spec {E : (ι → V) → ℝ} {R : ι → V} (hE : DifferentiableAt ℝ E R) (A : ι) :
    HasGradientAt (fun y => E (update R A y)) (nucGrad E R A) (R A) ∧
      ∀ v, inner ℝ (nucGrad E R A) v = fderiv ℝ E R (Pi.single A v) := by
  let S : V →L[ℝ] (ι → V) := ContinuousLinearMap.single ℝ (fun _ : ι => V) A
  have hup : (fun y => update R A y) = fun y => (R - S (R A)) + S y := by
    funext y B
    by_cases h : B = A
    · subst h
      simp [S]
    · simp [S, h]
  have h2 : HasFDerivAt (fun y => update R A y) S (R A) := by
    rw [hup]
    exact S.hasFDerivAt.const_add _
  have hE' : HasFDerivAt E (fderiv ℝ E R) (update R A (R A)) := by
    rw [update_eq_self]
    exact hE.hasFDerivAt
  have h3 : HasFDerivAt (fun y => E (update R A y)) ((fderiv ℝ E R).comp S) (R A) :=
    HasFDerivAt.comp (f := fun y => update R A y) (R A) hE' h2
  refine ⟨h3.differentiableAt.hasGradientAt, fun v => ?_⟩
  unfold nucGrad gradient
  rw [InnerProductSpace.toDual_symm_apply, h3.fderiv]
  rfl

/-- The nuclear gradients of a differentiable energy that is unchanged by common shifts of
the nuclei sum to zero. -/
theorem sum_nucGrad_eq_zero {E : (ι → V) → ℝ} {R : ι → V} (hE : DifferentiableAt ℝ E R)
    (hinv : ∀ t : V, E (fun B => R B + t) = E R) : ∑ A, nucGrad E R A = 0 := by
  let D : V →L[ℝ] (ι → V) := ContinuousLinearMap.pi fun _ : ι => ContinuousLinearMap.id ℝ V
  have hE' : HasFDerivAt E (fderiv ℝ E R) (R + D 0) := by
    rw [map_zero, add_zero]
    exact hE.hasFDerivAt
  -- the energy is constant along rigid shifts, so that derivative vanishes
  have h := HasFDerivAt.comp (f := fun t => R + D t) 0 hE' (D.hasFDerivAt.const_add R)
  have hc : (E ∘ fun t => R + D t) = fun _ => E R := funext fun t => hinv t
  rw [hc] at h
  have h0 := h.unique (hasFDerivAt_const (E R) (0 : V))
  apply ext_inner_right ℝ
  intro v
  -- a rigid shift is the sum of the single-nucleus displacements
  have hs : ∑ A, (Pi.single A v : ι → V) = fun _ => v :=
    Finset.univ_sum_single (fun _ : ι => v)
  rw [sum_inner, inner_zero_left, Finset.sum_congr rfl fun A _ => (nucGrad_spec hE A).2 v,
    ← map_sum, hs]
  exact DFunLike.congr_fun h0 v

/-- For translation-invariant weights and integrand, jointly differentiable at the grid
points, the nuclear gradients of the moving-grid energy exist and sum to zero. -/
theorem movingGrid_sum_nucGrad (c : ι → G → ℝ) (x : ι → G → V)
    {w : ι → V → (ι → V) → ℝ} {f : V → (ι → V) → ℝ} {R : ι → V}
    (hw : ∀ A, TransInv (w A)) (hf : TransInv f)
    (hwd : ∀ A g, JointDiffAt (w A) (R A + x A g) R)
    (hfd : ∀ A g, JointDiffAt f (R A + x A g) R) :
    (∀ A, HasGradientAt (fun y => gridEnergy c x w f (update R A y))
      (nucGrad (gridEnergy c x w f) R A) (R A)) ∧
    ∑ A, nucGrad (gridEnergy c x w f) R A = 0 :=
  have hE := gridEnergy_differentiableAt c x hwd hfd
  ⟨fun A => (nucGrad_spec hE A).1,
    sum_nucGrad_eq_zero hE (gridEnergy_translate c x hw hf R)⟩

/-- For `n` nuclei in three dimensions carrying the same offsets and quadrature coefficients, with
partition weights and integrand that are translation invariant and jointly differentiable
everywhere, the nuclear gradients of the moving-grid energy sum to zero at every geometry. -/
theorem movingGrid_sum_nucGrad_three {n : ℕ} (c : G → ℝ) (x : G → EuclideanSpace ℝ (Fin 3))
    {w : Fin n → EuclideanSpace ℝ (Fin 3) → (Fin n → EuclideanSpace ℝ (Fin 3)) → ℝ}
    {f : EuclideanSpace ℝ (Fin 3) → (Fin n → EuclideanSpace ℝ (Fin 3)) → ℝ}
    (hw : ∀ A, TransInv (w A)) (hf : TransInv f)
    (hwd : ∀ A r R, JointDiffAt (w A) r R) (hfd : ∀ r R, JointDiffAt f r R)
    (R : Fin n → EuclideanSpace ℝ (Fin 3)) :
    ∑ A, nucGrad (gridEnergy (fun _ => c) (fun _ => x) w f) R A = 0 :=
  (movingGrid_sum_nucGrad (fun _ => c) (fun _ => x) hw hf
    (fun A _ => hwd A _ _) (fun _ _ => hfd _ _)).2

/-- Equal weights `1/2` for two nuclei on a line. -/
def pairW : Fin 2 → ℝ → (Fin 2 → ℝ) → ℝ := fun _ _ _ => 1 / 2

/-- The integrand `(r - R₀)²` centred on the first of two nuclei on a line. -/
def pairF (r : ℝ) (R : Fin 2 → ℝ) : ℝ := (r - R 0) ^ 2

/-- The fields `pairW`, `pairF` are translation invariant and jointly differentiable, and with one
point of coefficient `1` at zero offset on each nucleus the gradient on the second nucleus is `R₁ -
R₀`. -/
theorem movingGrid_witness (R : Fin 2 → ℝ) :
    (∀ A, TransInv (pairW A)) ∧ TransInv pairF ∧
    (∀ A r, JointDiffAt (pairW A) r R) ∧ (∀ r, JointDiffAt pairF r R) ∧
    nucGrad (gridEnergy (fun _ (_ : Fin 1) => 1) (fun _ _ => 0) pairW pairF) R 1
      = R 1 - R 0 := by
  refine ⟨fun _ _ _ _ => rfl, fun r R t => ?_, fun A r => ?_, fun r => ?_, ?_⟩
  · simp only [pairF]
    ring
  · exact differentiableAt_const (1 / 2 : ℝ)
  · unfold JointDiffAt pairF
    fun_prop
  · have h1 := (hasDerivAt_id' (R 1)).sub_const (R 0)
    have hd : HasDerivAt (fun y => 1 / 2 * ((y - R 0) * (y - R 0))) (R 1 - R 0) (R 1) :=
      ((h1.fun_mul h1).const_mul (1 / 2)).congr_deriv (by ring)
    unfold nucGrad
    refine HasGradientAt.gradient (HasDerivAt.hasGradientAt' ?_)
    refine hd.congr_of_eventuallyEq (Filter.Eventually.of_forall fun y => ?_)
    have h0 : update R 1 y 0 = R 0 := update_of_ne (by decide) _ _
    simp only [gridEnergy, Fin.sum_univ_two, Fin.sum_univ_one, pairW, pairF, h0, update_self]
    ring

/-- With one point of coefficient `1` frozen at each nuclear position of the geometry `R`, the
nuclear gradients at that same geometry for `pairW`, `pairF` sum to `R₀ - R₁`. -/
theorem frozenGrid_sum_nucGrad (R : Fin 2 → ℝ) :
    ∑ A, nucGrad (frozenEnergy (fun _ (_ : Fin 1) => 1) (fun _ _ => 0) pairW pairF R) R A
      = R 0 - R 1 := by
  have h1 := (hasDerivAt_id' (R 0)).sub_const (R 0)
  have h2 := (hasDerivAt_id' (R 0)).sub_const (R 1)
  have hd : HasDerivAt (fun y => 1 / 2 * ((y - R 0) * (y - R 0))
      + 1 / 2 * ((y - R 1) * (y - R 1))) (R 0 - R 1) (R 0) :=
    (((h1.fun_mul h1).const_mul (1 / 2)).fun_add
      ((h2.fun_mul h2).const_mul (1 / 2))).congr_deriv (by ring)
  have hc : HasDerivAt (fun _ : ℝ => 1 / 2 * (R 1 - R 0) ^ 2) 0 (R 1) := hasDerivAt_const _ _
  rw [Fin.sum_univ_two, ← add_zero (R 0 - R 1)]
  unfold nucGrad
  refine congrArg₂ (· + ·) ?_ ?_
  · refine HasGradientAt.gradient (HasDerivAt.hasGradientAt' ?_)
    refine hd.congr_of_eventuallyEq (Filter.Eventually.of_forall fun y => ?_)
    simp only [frozenEnergy, Fin.sum_univ_two, Fin.sum_univ_one, pairW, pairF, update_self]
    ring
  · refine HasGradientAt.gradient (HasDerivAt.hasGradientAt' ?_)
    refine hc.congr_of_eventuallyEq (Filter.Eventually.of_forall fun y => ?_)
    have h0 : update R 1 y 0 = R 0 := update_of_ne (by decide) _ _
    simp only [frozenEnergy, Fin.sum_univ_two, Fin.sum_univ_one, pairW, pairF, h0]
    ring

end

end MovingGridForces
```

```lean
#print axioms MovingGridForces.movingGrid_sum_nucGrad_three
#print axioms MovingGridForces.frozenGrid_sum_nucGrad
```

```
'MovingGridForces.movingGrid_sum_nucGrad_three' depends on axioms: [propext, Classical.choice, Quot.sound]
'MovingGridForces.frozenGrid_sum_nucGrad' depends on axioms: [propext, Classical.choice, Quot.sound]
```

## The objects and theorems in words

Space is `V`, a real inner product space that is complete, so that a derivative is represented by a gradient vector. Nuclei are labelled by the finite type `ι` and grid points by the finite type `G`, and a configuration is a function `ι → V`. All atoms share the label set `G`, and an atom with fewer points is covered by zero coefficients, with differentiability still required at the padded points. `TransInv F` is the statement $F(r+t;R+t)=F(r;R)$ for all $r$, $R$, $t$, and `JointDiffAt F r R` is Fréchet differentiability in the pair $(r,R)$ at one point. `gridEnergy` is $E$, and `frozenEnergy` is the same sum with points at $\bar R_A+x_{Ag}$, where the argument `R₀` is the whole configuration $\bar R$. `nucGrad E R A` is the gradient at $R_A$ of `fun y => E (update R A y)`, the energy with nucleus $A$ placed at $y$. It carries the sign of the gradient, opposite to the force.

The main theorem, `movingGrid_sum_nucGrad`, assumes invariance everywhere and differentiability only at the pairs $(r_{Ag},R)$ of the geometry in question. Mathlib's `gradient` returns zero where a function is not differentiable, and the `HasGradientAt` half of the conclusion rules out that reading of the vanishing sum. `movingGrid_sum_nucGrad_three` specialises to $n$ nuclei in $\mathbb R^3$ with common offsets and coefficients and fields differentiable everywhere, and states the sum only. For $n=1$ it says that the single gradient is zero. `movingGrid_witness` verifies the hypotheses for `pairW` and `pairF` and the value $R_1-R_0$ on nucleus $1$, and `frozenGrid_sum_nucGrad` gives the net value $R_0-R_1$, which is nonzero whenever the nuclei are apart.

## Four lemmas for four steps

`gridEnergy_translate` is step 1: `add_right_comm` reorders $R_A+t+x_{Ag}$, and `rw [h, hw A, hf]` applies the two invariances. In `gridEnergy_differentiableAt`, step 2, `hp` is the affine map, `DifferentiableAt.comp` the chain rule and `mul` the product rule. `nucGrad_spec` is step 3 for any differentiable energy: `S` is $S_A$, `hup` writes the update as $R-S_AR_A+S_Ay$, `h3` is the composed derivative, and `InnerProductSpace.toDual_symm_apply` converts it to the inner product with the gradient. `sum_nucGrad_eq_zero` is step 4 for any differentiable, shift-invariant energy: `D` sends $v$ to $(v,\dots,v)$, `h.unique` equates the chain-rule derivative with that of a constant, `hs` is $\sum_AS_Av=(v,\dots,v)$, and `ext_inner_right` reduces the vector identity to inner products with each $v$. The two examples match their energies to explicit polynomials in one real variable and differentiate those.

## Limits of the identity

The identity concerns the exact derivative of $E$ in real arithmetic. It gives no bound on quadrature error, and it does not use $\sum_A w_A=1$, so $E$ need not approximate any integral. Invariance and differentiability are assumed and are not derived for a particular weight scheme or functional. If $f$ contains a self-consistent density, its full dependence on $R$ is part of $f$ and has to satisfy both hypotheses. If the density matrix is held fixed in the differentiation, the hypotheses concern $f$ as a function of $r$ and $R$ at that fixed matrix. A threshold that switches points or contributions on abruptly, or a cusp of $f$ at a grid point, can violate differentiability at that geometry. Torques are not treated, since offsets fixed in the laboratory frame do not rotate with the molecule.

Codes that align the grid with molecular axes suggest a different model, with offsets $x_{Ag}(R)$ depending on the geometry. Steps 1 and 2 would then go through under two more hypotheses, $x_{Ag}(R+t)=x_{Ag}(R)$ and differentiability of $x_{Ag}$ at $R$, and the force routine would gain a term from $\partial_Bx_{Ag}$. Steps 3 and 4 refer only to $E$, so `nucGrad_spec` and `sum_nucGrad_eq_zero` would stand as they are.
